# Linear mixing with a symmetric matrix removes an initial error exactly when the error is orthogonal to every unstable eigenvector

A self-consistent calculation started from a spin-unpolarised guess settles down smoothly under linear mixing. I restart it with a slight spin polarisation, with the same mixing parameter, and the iteration runs away from the solution it had just found. My explanation is that the unstable direction was there all along, but the symmetric guess had no component along it.

Near the fixed point, I describe the mixing by a real symmetric matrix \(E\) and a real parameter \(a\), so that an initial error \(e\) becomes \((1-aE)^k e\) after \(k\) steps. I believe this tends to zero if and only if \(e\) is orthogonal to every eigenvector of \(E\) whose eigenvalue \(u\) violates \(0<au<2\). Can this be made rigorous, with a proof that a machine has checked?

## Each mode is multiplied by its own factor

Yes, and the argument is short, because a symmetric \(E\) lets each mode be followed separately. Let \(x_k\) be the quantity being mixed, for instance the density in a finite basis, and \(x_s\) the fixed point. The linearised update is
\[
x_{k+1} = x_k - aE(x_k - x_s).
\]
Subtracting \(x_s\) from both sides shows that the deviation \(e_k = x_k - x_s\) obeys \(e_{k+1} = (1-aE)e_k\). With \(e=e_0\), this gives \(e_k=(1-aE)^k e\).

Let \(Ev = uv\). Then \((1-aE)v = (1-au)v\), and repeating this \(k\) times gives
\[
(1-aE)^k v = (1-au)^k v.
\]
Since \(E\) is symmetric, so is \((1-aE)^k\), and it can be moved from \(e\) to \(v\) in the scalar product:
\[
v\cdot e_k = v\cdot(1-aE)^k e = \big((1-aE)^k v\big)\cdot e = (1-au)^k\, (v\cdot e).
\]

**Orthogonality is necessary.** Suppose that \(e_k\to 0\) and that \(0<au<2\) fails. Then \(au\le 0\) or \(au\ge 2\), so \(|1-au|\ge 1\), and for every \(k\)
\[
|v\cdot e| \le |1-au|^k\,|v\cdot e| = |v\cdot e_k|.
\]
The right-hand side tends to zero, hence \(v\cdot e=0\).

**Orthogonality is sufficient.** Take an orthonormal eigenbasis \(v_i\) with eigenvalues \(u_i\). Expanding the error at step \(k\) gives
\[
e_k = \sum_i (v_i\cdot e_k)\,v_i = \sum_i (1-au_i)^k\,(v_i\cdot e)\,v_i .
\]
If \(0<au_i<2\), then \(|1-au_i|<1\) and the term decays geometrically. Otherwise \(v_i\cdot e=0\) by assumption and the term is zero at every step. A finite sum of terms that tend to zero tends to zero.

## How symmetry hides the mode, and how a perturbation reveals it

Let \(S\) be a symmetric matrix with \(Se=e\) and \(Sv=-v\) for every unstable eigenvector \(v\). Then
\[
v\cdot e = v\cdot Se = (Sv)\cdot e = -\,v\cdot e,
\]
so \(v\cdot e=0\) and the error tends to zero. In the spin example, \(S\) exchanges the two spin channels.

Now let \(e\) be an error that does tend to zero, and add \(d\,v\) with \(d\neq0\) and \(v\neq0\) an unstable eigenvector. The overlap becomes
\[
v\cdot(e+dv) = d\,(v\cdot v)\neq 0,
\]
and convergence to zero is lost, however small \(d\) is.

A two-site model shows both effects. Let \(p\) and \(q\) be the initial errors of the potential on the two sites; errors of the density would have to satisfy \(p+q=0\) at a fixed number of electrons. Take
\[
E=\begin{pmatrix}2&-1\\-1&2\end{pmatrix},\qquad a=\tfrac45,\qquad e=(p,q).
\]
The normalised eigenvectors are \((1,1)/\sqrt2\) with \(u=1\) and \((1,-1)/\sqrt2\) with \(u=3\). Their factors per step are \(1-\tfrac45=\tfrac15\) and \(1-\tfrac{12}5=-\tfrac75\), so
\[
e_k=\left(\tfrac15\right)^k\frac{p+q}{2}\,(1,1)+\left(-\tfrac75\right)^k\frac{p-q}{2}\,(1,-1).
\]
The error vanishes in the limit exactly when \(p=q\). An antisymmetric component of size \(10^{-16}\) would need about 110 steps to reach order one, so a run can look converged long before the instability shows.

## The Lean file

```lean
import Mathlib

open Matrix Filter Topology

namespace SymmetryHiddenInstability

noncomputable section

variable {n : Type*} [Fintype n] [DecidableEq n]

/-- The error after `k` steps of linear mixing with parameter `a` and dielectric matrix `E`,
starting from the error `e`. -/
def mixingError (E : Matrix n n ℝ) (a : ℝ) (e : n → ℝ) (k : ℕ) : n → ℝ :=
  ((1 - a • E) ^ k) *ᵥ e

/-- A mode of `E` is unstable under mixing with parameter `a` if its eigenvalue `u`
violates `0 < a u < 2`. -/
def Unstable (a u : ℝ) : Prop := ¬ (0 < a * u ∧ a * u < 2)

/-- Under the linear mixing update with fixed point `xs`, the deviation from the fixed point
after `k` steps is the mixing error started from the initial deviation. -/
theorem deviation_eq_mixingError (E : Matrix n n ℝ) (a : ℝ) (x : ℕ → n → ℝ) (xs : n → ℝ)
    (hx : ∀ k, x (k + 1) = x k - a • (E *ᵥ (x k - xs))) (k : ℕ) :
    x k - xs = mixingError E a (x 0 - xs) k := by
  induction k with
  | zero => simp [mixingError]
  | succ k ih =>
    have step : mixingError E a (x 0 - xs) (k + 1) =
        mixingError E a (x 0 - xs) k - a • (E *ᵥ mixingError E a (x 0 - xs) k) := by
      unfold mixingError
      rw [pow_succ', ← Matrix.mulVec_mulVec, Matrix.sub_mulVec, Matrix.one_mulVec,
        Matrix.smul_mulVec]
    rw [step, ← ih, hx]
    abel

/-- After `k` mixing steps an eigenvector of `E` with eigenvalue `u` is multiplied
by `(1 - a u) ^ k`. -/
theorem mixingError_eigenvector (E : Matrix n n ℝ) (a u : ℝ) (v : n → ℝ)
    (hv : E *ᵥ v = u • v) (k : ℕ) :
    mixingError E a v k = (1 - a * u) ^ k • v := by
  have hM : (1 - a • E) *ᵥ v = (1 - a * u) • v := by
    rw [Matrix.sub_mulVec, Matrix.one_mulVec, Matrix.smul_mulVec, hv]
    module
  unfold mixingError
  induction k with
  | zero => simp
  | succ k ih =>
    rw [pow_succ, ← Matrix.mulVec_mulVec, hM, Matrix.mulVec_smul, ih, smul_smul, pow_succ,
      mul_comm]

/-- For symmetric `E`, the overlap of the error with an eigenvector of eigenvalue `u` is
multiplied by `(1 - a u) ^ k` in `k` steps. -/
theorem mode_amplitude (E : Matrix n n ℝ) (hE : E.IsSymm) (a u : ℝ) (v e : n → ℝ)
    (hv : E *ᵥ v = u • v) (k : ℕ) :
    v ⬝ᵥ mixingError E a e k = (1 - a * u) ^ k * (v ⬝ᵥ e) := by
  have hT : ((1 - a • E) ^ k)ᵀ = (1 - a • E) ^ k := by
    rw [Matrix.transpose_pow, Matrix.transpose_sub, Matrix.transpose_one,
      Matrix.transpose_smul, hE.eq]
  have h := mixingError_eigenvector E a u v hv k
  unfold mixingError at h ⊢
  -- move the symmetric propagator onto the eigenvector
  rw [Matrix.dotProduct_mulVec, ← Matrix.mulVec_transpose, hT, h, smul_dotProduct, smul_eq_mul]

/-- A real symmetric matrix has a family of eigenvectors in which every vector is expanded
with its overlaps as coefficients. -/
theorem exists_mode_expansion (E : Matrix n n ℝ) (hE : E.IsSymm) :
    ∃ (u : n → ℝ) (v : n → n → ℝ), (∀ i, E *ᵥ v i = u i • v i) ∧
      ∀ x : n → ℝ, x = ∑ i, (v i ⬝ᵥ x) • v i := by
  have hH : E.IsHermitian := by
    rw [Matrix.IsHermitian, Matrix.conjTranspose_eq_transpose_of_trivial]
    exact hE
  refine ⟨hH.eigenvalues, fun i => (hH.eigenvectorBasis i).ofLp,
    fun i => hH.mulVec_eigenvectorBasis i, fun x => ?_⟩
  have hin : ∀ i, inner ℝ (hH.eigenvectorBasis i) (WithLp.toLp 2 x) =
      (hH.eigenvectorBasis i).ofLp ⬝ᵥ x := by
    intro i
    simp [PiLp.inner_apply, dotProduct, mul_comm]
  have h := hH.eigenvectorBasis.sum_repr' (WithLp.toLp 2 x)
  simp only [hin] at h
  have h2 := congrArg WithLp.ofLp h
  simpa [WithLp.ofLp_sum] using h2.symm

/-- Linear mixing with a symmetric dielectric matrix removes a given initial error if and only
if that error is orthogonal to every unstable eigenvector. -/
theorem tendsto_zero_iff_orthogonal_unstable (E : Matrix n n ℝ) (hE : E.IsSymm) (a : ℝ)
    (e : n → ℝ) :
    Tendsto (mixingError E a e) atTop (𝓝 0) ↔
      ∀ (u : ℝ) (v : n → ℝ), E *ᵥ v = u • v → Unstable a u → v ⬝ᵥ e = 0 := by
  constructor
  · intro h u v hv hu
    have h1 : 1 ≤ |1 - a * u| := by
      by_contra hlt
      have h2 := abs_lt.mp (not_le.mp hlt)
      exact hu ⟨by linarith [h2.2], by linarith [h2.1]⟩
    have hc : Continuous (fun w : n → ℝ => v ⬝ᵥ w) := by
      change Continuous (fun w : n → ℝ => ∑ i, v i * w i)
      fun_prop
    have ht : Tendsto (fun k => |v ⬝ᵥ mixingError E a e k|) atTop
        (𝓝 |v ⬝ᵥ (0 : n → ℝ)|) := ((hc.tendsto 0).comp h).abs
    rw [dotProduct_zero, abs_zero] at ht
    -- the absolute value of an unstable mode's overlap never falls below its initial value
    have hle : |v ⬝ᵥ e| ≤ 0 := by
      refine ge_of_tendsto' ht (fun k => ?_)
      rw [mode_amplitude E hE a u v e hv k, abs_mul, abs_pow]
      exact le_mul_of_one_le_left (abs_nonneg _) (one_le_pow₀ h1)
    exact abs_eq_zero.mp (le_antisymm hle (abs_nonneg _))
  · intro h
    obtain ⟨u, v, hv, hexp⟩ := exists_mode_expansion E hE
    have hk : mixingError E a e =
        fun k => ∑ i, ((1 - a * u i) ^ k * (v i ⬝ᵥ e)) • v i := by
      funext k
      refine (hexp (mixingError E a e k)).trans (Finset.sum_congr rfl fun i _ => ?_)
      rw [mode_amplitude E hE a (u i) (v i) e (hv i) k]
    -- each mode is either absent or decays geometrically
    have hterm : ∀ i, Tendsto (fun k : ℕ => ((1 - a * u i) ^ k * (v i ⬝ᵥ e)) • v i)
        atTop (𝓝 0) := by
      intro i
      by_cases hs : 0 < a * u i ∧ a * u i < 2
      · have hlt : |1 - a * u i| < 1 := abs_lt.mpr ⟨by linarith [hs.2], by linarith [hs.1]⟩
        have ht := ((tendsto_pow_atTop_nhds_zero_of_abs_lt_one hlt).mul_const
          (v i ⬝ᵥ e)).smul_const (v i)
        rw [zero_mul, zero_smul] at ht
        exact ht
      · simp [h (u i) (v i) (hv i) hs]
    rw [hk]
    have hsum := tendsto_finsetSum Finset.univ (fun i _ => hterm i)
    rw [Finset.sum_const_zero] at hsum
    exact hsum

/-- For symmetric `E`, if a symmetric matrix `S` leaves the initial error unchanged and reverses the
sign of every unstable eigenvector, then the error tends to zero. -/
theorem tendsto_zero_of_symmetry (E S : Matrix n n ℝ) (hE : E.IsSymm) (hS : S.IsSymm) (a : ℝ)
    (e : n → ℝ) (he : S *ᵥ e = e)
    (hodd : ∀ (u : ℝ) (v : n → ℝ), E *ᵥ v = u • v → Unstable a u → S *ᵥ v = -v) :
    Tendsto (mixingError E a e) atTop (𝓝 0) := by
  rw [tendsto_zero_iff_orthogonal_unstable E hE]
  intro u v hv hu
  have h : v ⬝ᵥ (S *ᵥ e) = -(v ⬝ᵥ e) := by
    rw [Matrix.dotProduct_mulVec, ← Matrix.mulVec_transpose, hS.eq, hodd u v hv hu,
      neg_dotProduct]
  rw [he] at h
  linarith

/-- For symmetric `E`, if mixing removes the error `e`, then adding any nonzero multiple of an
unstable eigenvector to `e` destroys the convergence to zero. -/
theorem not_tendsto_of_perturbation (E : Matrix n n ℝ) (hE : E.IsSymm) (a u d : ℝ)
    (e v : n → ℝ) (hv : E *ᵥ v = u • v) (hu : Unstable a u) (hv0 : v ≠ 0) (hd : d ≠ 0)
    (he : Tendsto (mixingError E a e) atTop (𝓝 0)) :
    ¬ Tendsto (mixingError E a (e + d • v)) atTop (𝓝 0) := by
  intro h
  have h1 := (tendsto_zero_iff_orthogonal_unstable E hE a e).mp he u v hv hu
  have h2 := (tendsto_zero_iff_orthogonal_unstable E hE a _).mp h u v hv hu
  rw [dotProduct_add, h1, zero_add, dotProduct_smul, smul_eq_mul] at h2
  exact hv0 (dotProduct_self_eq_zero.mp ((mul_eq_zero.mp h2).resolve_left hd))

/-- In a two-site model with dielectric matrix `!![2, -1; -1, 2]` and mixing parameter `4/5`,
the error tends to zero if and only if it is initially equal on both sites. -/
theorem two_site_tendsto_iff (p q : ℝ) :
    Tendsto (mixingError !![2, -1; -1, 2] (4 / 5) ![p, q]) atTop (𝓝 0) ↔ p = q := by
  have hE : (!![2, -1; -1, 2] : Matrix (Fin 2) (Fin 2) ℝ).IsSymm := by
    ext i j
    fin_cases i <;> fin_cases j <;> simp
  rw [tendsto_zero_iff_orthogonal_unstable _ hE]
  constructor
  · intro h
    -- the antisymmetric mode has eigenvalue 3 and is unstable
    have h3 := h 3 ![1, -1]
      (by ext i; fin_cases i <;> simp [Matrix.mulVec, dotProduct, Fin.sum_univ_two] <;> norm_num)
      (by unfold Unstable; norm_num)
    simp [dotProduct, Fin.sum_univ_two] at h3
    linarith
  · rintro rfl u v hv hu
    have h0 := congrFun hv 0
    have h1 := congrFun hv 1
    simp [Matrix.mulVec, dotProduct, Fin.sum_univ_two] at h0 h1
    have key : (u - 1) * (v 0 + v 1) = 0 := by linear_combination -h0 - h1
    rcases mul_eq_zero.mp key with h | h
    · have hu1 : u = 1 := by linarith
      exact absurd (by rw [hu1]; norm_num) hu
    · simp only [dotProduct, Fin.sum_univ_two, Matrix.cons_val_zero, Matrix.cons_val_one]
      linear_combination p * h

end

end SymmetryHiddenInstability
```

```lean
#print axioms SymmetryHiddenInstability.tendsto_zero_iff_orthogonal_unstable
#print axioms SymmetryHiddenInstability.tendsto_zero_of_symmetry
#print axioms SymmetryHiddenInstability.not_tendsto_of_perturbation
#print axioms SymmetryHiddenInstability.two_site_tendsto_iff
```

```
'SymmetryHiddenInstability.tendsto_zero_iff_orthogonal_unstable' depends on axioms: [propext, Classical.choice, Quot.sound]
'SymmetryHiddenInstability.tendsto_zero_of_symmetry' depends on axioms: [propext, Classical.choice, Quot.sound]
'SymmetryHiddenInstability.not_tendsto_of_perturbation' depends on axioms: [propext, Classical.choice, Quot.sound]
'SymmetryHiddenInstability.two_site_tendsto_iff' depends on axioms: [propext, Classical.choice, Quot.sound]
```

## What the theorems say about the iteration

The type `n` labels the components of the mixed quantity, such as basis functions or grid points, and `[Fintype n]` makes their number finite. An error is a function `n → ℝ`, `*ᵥ` applies a matrix to a vector, and `⬝ᵥ` is the ordinary scalar product. `mixingError E a e k` is \((1-aE)^k e\).

The central theorem is `tendsto_zero_iff_orthogonal_unstable`. Its left side, `Tendsto (mixingError E a e) atTop (𝓝 0)`, says that every component of the error tends to zero as the number of steps grows. Its right side runs over all real `u` and all vectors `v` with `E *ᵥ v = u • v`, and requires `v ⬝ᵥ e = 0` whenever `Unstable a u` holds. The zero vector also satisfies the eigenvalue equation, but its overlap is zero anyway. In `not_tendsto_of_perturbation` it would matter, and there `v ≠ 0` is a hypothesis.

`Unstable a u` is the negation of \(0<au<2\), so it includes the marginal cases \(au=0\) and \(au=2\), where the amplitude keeps its magnitude forever. This is where the derivation can slip: if "unstable" is taken to mean "growing", that is \(|1-au|>1\), the equivalence becomes false. For \(E=0\) no mode grows, yet every nonzero error stays exactly as it was.

The link to the iteration is `deviation_eq_mixingError`. Its hypothesis `hx` states the linear update for all steps, and the conclusion identifies `x k - xs` with the mixing error started from `x 0 - xs`. For a self-consistent map \(F\), the matrix stands for \(1-F'(x_s)\), the derivative of the residual \(x-F(x)\) at the fixed point, often called the dielectric matrix. The file takes both the linear update and the symmetry of \(E\) as given. It treats neither the nonlinear terms of a real self-consistency cycle nor mixing schemes that use the history of the iteration.

In `tendsto_zero_of_symmetry`, the matrix `S` is assumed to be symmetric, which fits reflections, inversion and exchange of two spin channels, but not a threefold rotation. It need not commute with `E`; only its action on `e` and on the unstable eigenvectors is used.

For electronic-structure practice, within this linearised model with a fixed mixing parameter, convergence from a symmetric guess says nothing about the stability of modes that the symmetry excludes from the initial error.

## How the proof follows the derivation

`deviation_eq_mixingError` is an induction on `k`. The intermediate statement `step` splits one factor \(1-aE\) off the power, which reproduces the recursion for \(e_k\). `mixingError_eigenvector` is a second induction: `hM` is the single-step relation \((1-aE)v=(1-au)v\), and each further step contributes one more factor.

`mode_amplitude` contains the only use of symmetry in the dynamics. The statement `hT` says that \((1-aE)^k\) equals its transpose. The rewriting then moves this matrix onto the eigenvector, where the previous lemma evaluates it.

`exists_mode_expansion` supplies the eigenbasis. For real matrices, symmetric and Hermitian mean the same, so Mathlib's spectral theorem provides `eigenvectorBasis`. The rest of the lemma translates its inner product into `⬝ᵥ` and its expansion formula into \(x=\sum_i (v_i\cdot x)v_i\).

The main theorem has two halves:

- For necessity, `h1` is the bound \(|1-au|\ge1\). Continuity of the scalar product turns \(e_k\to0\) into \(|v\cdot e_k|\to0\). Since \(|v\cdot e|\) is a lower bound for every member of that sequence, `ge_of_tendsto'` makes it a lower bound for the limit as well, which gives `hle`.
- For sufficiency, `hk` is the mode expansion of \(e_k\). The statement `hterm` treats each mode by cases: a stable one decays because \(|1-au_i|<1\), and an unstable one has zero overlap. `tendsto_finsetSum` adds the limits.

The next two theorems apply this equivalence. `tendsto_zero_of_symmetry` derives \(v\cdot e=-v\cdot e\) and concludes with `linarith`. `not_tendsto_of_perturbation` applies the criterion to both \(e\) and \(e+dv\), which forces \(d\,(v\cdot v)=0\) and contradicts \(d\ne0\), \(v\neq0\).

In `two_site_tendsto_iff`, one direction tests the criterion on the unnormalised vector `![1, -1]`, whose overlap with the error is \(p-q\); the normalised mode would give \((p-q)/\sqrt2\). The other direction has to cover every unstable eigenvector \(v=(v_0,v_1)\). Adding the two components of \(Ev=uv\) gives \((u-1)(v_0+v_1)=0\). The eigenvalue \(u=1\) is stable, so \(v_0+v_1=0\), and the overlap with \((p,p)\) is \(p(v_0+v_1)=0\).

## A weighted scalar product for density mixing

The symmetry of \(E\) in the ordinary scalar product is a real restriction. In density mixing, the matrix typically has the form \(E=1-\chi_0K\), with a symmetric response \(\chi_0\) and a symmetric interaction kernel \(K\), and the product \(\chi_0K\) is in general not symmetric. If \(K\) is positive definite, the model can be set up with the scalar product \(\langle x,y\rangle = x\cdot Ky\), in which \(E\) is self-adjoint because \(KE=K-K\chi_0K\) is symmetric.

The same derivation then goes through with \(v\cdot Ke=0\) in place of \(v\cdot e=0\). The stability window \(0<au<2\) is unchanged, but the set of initial errors that converge is described by a different orthogonality. Positive definiteness of \(K\) is a real condition: for a pure spin polarisation the Hartree term vanishes, and exchange and correlation usually make \(K\) negative, so \(K\) itself cannot be the weight in the spin example. If \(-K\) is positive definite for spin polarisations, it can take the place of \(K\) there, because \(-KE\) is symmetric as well. The file treats the case in which the weight is the identity.
